# Closed-form fluctuation determinants for a discretised oscillator path with pinned ends

A particle of mass m moves in one dimension in a harmonic well of frequency ω. Its imaginary-time path is cut into N+1 steps of length ε, with positions x(0), x(1), …, x(N+1). The ends x(0) and x(N+1) are fixed, and the N positions between them are the beads. Write s = ωε for the dimensionless time step.

Let F(N, a) be the real N by N matrix with a on the diagonal, -1 between nearest neighbours and 0 elsewhere, and let D(N, a) be its determinant. The results are

D(N, 2 cosh θ) = sinh((N+1)θ) / sinh θ, for real θ ≠ 0,

D(N, 2) = N+1.

The first belongs to the oscillator and the second to the free particle. In the primitive discretisation, used here, each bead adds the potential term ε m ω² x(k)²/2 to the Euclidean action. The oscillator then has 2 cosh θ = 2 + s², and the ratio of its discretised path integral to the free particle's is [D(N, 2 + s²) / D(N, 2)]^(-1/2), for both ends at zero and the same m, ε and N. This gives an exact finite-N value against which a numerical estimate of that ratio can be checked.

```lean
import Mathlib

open Matrix Filter Topology

namespace OpenChainFluctuation
```

In Lean, F(N, a) is `fluct N a`. The type `Fin N` numbers rows and columns from 0 to N-1, so matrix index i belongs to bead x(i+1). The size N = 0 is allowed, and the empty matrix has determinant 1. In the docstrings, an open chain is one that is not closed into a ring; its ends x(0) and x(N+1) are still fixed.

```lean
/-- The fluctuation matrix of an open chain of `N` beads: diagonal entries `a`,
nearest-neighbour entries `-1`, and zero elsewhere. -/
def fluct (N : ℕ) (a : ℝ) : Matrix (Fin N) (Fin N) ℝ :=
  Matrix.of fun i j =>
    if (i : ℕ) = j then a else if (i : ℕ) + 1 = j ∨ (j : ℕ) + 1 = i then -1 else 0
```

Two small lemmas serve the later proofs. The first reads off a diagonal entry; the second evaluates a sum over matrix indices in which only the term at index m can be nonzero.

```lean
lemma fluct_diag (N : ℕ) (a : ℝ) (i : Fin N) : fluct N a i i = a := by
  simp [fluct]

lemma sum_pick (N m : ℕ) (c : ℝ) :
    ∑ j : Fin N, (if (j : ℕ) = m then c else 0) = if m < N then c else 0 := by
  rw [Fin.sum_univ_eq_sum_range (fun j => if j = m then c else 0) N]
  simp [Finset.sum_ite_eq']
```

## Pinned ends: x(0) = 0 and x(N+1) = 0

These hypotheses, `h0` and `hN`, describe a path that starts and finishes at the bottom of the well. They tie the matrix to the action; the determinant formulas do not need them.

Row i of F(N, a), applied to the beads, should give the three-term combination

a x(i+1) - x(i+2) - x(i).

An interior row does so for any path. The first row has no entry for x(0) and the last has none for x(N+1), so there the formula is right because the missing terms vanish. In the proof of `fluct_mulVec`, `entry` splits each product into its diagonal, right-neighbour and left-neighbour parts, and `right` and `left` use the pinned ends at the edges.

```lean
/-- For a path with both ends pinned at zero, row `i` of the fluctuation matrix applied to the beads
gives `a * x (i + 1) - x (i + 2) - x i`. -/
theorem fluct_mulVec (N : ℕ) (a : ℝ) (x : ℕ → ℝ) (h0 : x 0 = 0) (hN : x (N + 1) = 0)
    (i : Fin N) :
    (fluct N a *ᵥ fun j : Fin N => x (j + 1)) i = a * x (i + 1) - x (i + 1 + 1) - x i := by
  have entry : ∀ j : Fin N, fluct N a i j * x (j + 1) =
      (if (j : ℕ) = i then a * x (i + 1) else 0)
        - (if (j : ℕ) = i + 1 then x (i + 1 + 1) else 0)
        - (if (j : ℕ) + 1 = i then x i else 0) := by
    intro j
    simp only [fluct, Matrix.of_apply]
    by_cases h1 : (j : ℕ) = i
    · rw [if_pos h1.symm, if_pos h1, if_neg (by omega), if_neg (by omega), h1]
      ring
    by_cases h2 : (j : ℕ) = i + 1
    · rw [if_neg (Ne.symm h1), if_pos (Or.inl h2.symm), if_neg h1, if_pos h2,
        if_neg (by omega), h2]
      ring
    by_cases h3 : (j : ℕ) + 1 = i
    · rw [if_neg (Ne.symm h1), if_pos (Or.inr h3), if_neg h1, if_neg h2, if_pos h3, h3]
      ring
    · rw [if_neg (Ne.symm h1), if_neg (by omega), if_neg h1, if_neg h2, if_neg h3]
      ring
  -- the pinned ends supply the neighbours missing at the edges of the matrix
  have right : (if (i : ℕ) + 1 < N then x (i + 1 + 1) else 0) = x (i + 1 + 1) := by
    split_ifs with h
    · rfl
    · have e : (i : ℕ) + 1 = N := by have := i.isLt; omega
      rw [e, hN]
  have left : ∑ j : Fin N, (if (j : ℕ) + 1 = i then x i else 0) = x i := by
    have hi := i.isLt
    rcases Nat.eq_zero_or_pos (i : ℕ) with h | h
    · rw [h, h0]
      simp
    · have e : ∀ j : Fin N, ((j : ℕ) + 1 = i) ↔ ((j : ℕ) = i - 1) := by
        intro j
        omega
      simp only [e]
      rw [sum_pick, if_pos (by omega)]
  simp only [Matrix.mulVec, dotProduct]
  rw [Finset.sum_congr rfl (fun j _ => entry j), Finset.sum_sub_distrib,
    Finset.sum_sub_distrib, sum_pick, sum_pick, left, right, if_pos i.isLt]
```

Now set a = 2 + s² and write d(k) = x(k+1) - x(k). Since 2x(k+1) - x(k+2) - x(k) = d(k) - d(k+1), the part of the quadratic form without s² is

Σ_{k=0}^{N-1} x(k+1) [d(k) - d(k+1)] = Σ_{k=0}^{N-1} x(k+1) d(k) - Σ_{k=1}^{N} x(k) d(k).

The pinned ends allow both sums to run from 0 to N, because the added terms are zero. The difference is then the sum of d(k)², and the full form is

Q = Σ_{k=0}^{N} [x(k+1) - x(k)]² + s² Σ_{k=0}^{N-1} x(k+1)².

The discretised Euclidean action is S = (m/2ε) Q, so Q is twice the action in units where m/ε = 1.

The lemma `sum_by_parts` proves the summation for arbitrary ends, by induction on the number of terms, and keeps the boundary terms.

```lean
lemma sum_by_parts (x : ℕ → ℝ) (c : ℝ) (n : ℕ) :
    ∑ k ∈ Finset.range n, x (k + 1) * ((2 + c) * x (k + 1) - x (k + 1 + 1) - x k) =
      ∑ k ∈ Finset.range (n + 1), (x (k + 1) - x k) ^ 2
        + c * ∑ k ∈ Finset.range n, x (k + 1) ^ 2
        + x 0 * (x 1 - x 0) - x (n + 1) * (x (n + 1) - x n) := by
  induction n with
  | zero =>
    simp only [Finset.sum_range_succ, Finset.sum_range_zero, zero_add]
    ring
  | succ n ih =>
    simp only [Finset.sum_range_succ] at ih ⊢
    linear_combination ih
```

The theorem `action_eq` then sets those terms to zero. Its left side is the dot product of the bead vector with the matrix applied to it. The path is a function on all natural numbers, but only its values from 0 to N+1 enter.

```lean
/-- For a path with both ends pinned at zero, the quadratic form of the fluctuation matrix with
diagonal `2 + s ^ 2` is the sum of the squared steps `x (k + 1) - x k`, from end to end, plus
`s ^ 2` times the sum of the squared bead positions. -/
theorem action_eq (N : ℕ) (s : ℝ) (x : ℕ → ℝ) (h0 : x 0 = 0) (hN : x (N + 1) = 0) :
    (fun i : Fin N => x (i + 1)) ⬝ᵥ (fluct N (2 + s ^ 2) *ᵥ fun i : Fin N => x (i + 1)) =
      ∑ k ∈ Finset.range (N + 1), (x (k + 1) - x k) ^ 2
        + s ^ 2 * ∑ k ∈ Finset.range N, x (k + 1) ^ 2 := by
  rw [dotProduct, Finset.sum_congr rfl
    (fun i _ => by rw [fluct_mulVec N (2 + s ^ 2) x h0 hN i])]
  rw [Fin.sum_univ_eq_sum_range
    (fun k => x (k + 1) * ((2 + s ^ 2) * x (k + 1) - x (k + 1 + 1) - x k)) N,
    sum_by_parts, h0, hN]
  ring
```

With fixed nonzero ends and N ≥ 1, the action acquires terms linear in the end beads and a constant. The matrix of the quadratic part, and hence its determinant, stays the same. A closed ring polymer is a different case: its first and last beads are coupled, which changes the matrix.

## Any real diagonal: the three-term recurrence

No condition on a is needed here. Expand the determinant of F(N+2, a) along its first row, whose only nonzero entries are a and -1. The entry a multiplies D(N+1, a). The entry -1 carries the cofactor sign -1, so it contributes plus the minor M left by deleting the first row and second column. The first column of M has a single nonzero entry, -1 at the top, and expanding along it gives M = -D(N, a). Therefore

D(N+2, a) = a D(N+1, a) - D(N, a),

with D(0, a) = 1 and D(1, a) = a.

In the proof, `m0` identifies the first minor and `m1` evaluates the second.

```lean
/-- Adding beads to the chain changes the fluctuation determinant by a three-term
recurrence. -/
theorem det_recurrence (N : ℕ) (a : ℝ) :
    (fluct (N + 2) a).det = a * (fluct (N + 1) a).det - (fluct N a).det := by
  have m0 : (fluct (N + 2) a).submatrix Fin.succ (Fin.succAbove 0) = fluct (N + 1) a := by
    ext i j
    simp [fluct]
  -- the second minor has a single nonzero entry in its first column
  have m1 : ((fluct (N + 2) a).submatrix Fin.succ (Fin.succAbove (Fin.succ 0))).det
      = -(fluct N a).det := by
    have c0 : fluct (N + 2) a (Fin.succ 0) 0 = -1 := by simp [fluct]
    have c1 : ∀ i : Fin N, fluct (N + 2) a i.succ.succ 0 = 0 := by
      intro i
      simp [fluct]
    have m : ((fluct (N + 2) a).submatrix Fin.succ (Fin.succAbove (Fin.succ 0))).submatrix
        (Fin.succAbove 0) Fin.succ = fluct N a := by
      ext i j
      simp [fluct, -Fin.succ_zero_eq_one]
    rw [Matrix.det_succ_column_zero, Fin.sum_univ_succ, m]
    simp only [Matrix.submatrix_apply, Fin.succ_succAbove_zero, c0, c1, mul_zero, zero_mul,
      Finset.sum_const_zero, Fin.val_zero, pow_zero]
    ring
  have r1 : fluct (N + 2) a 0 (Fin.succ 0) = -1 := by simp [fluct]
  have r2 : ∀ j : Fin N, fluct (N + 2) a 0 j.succ.succ = 0 := by
    intro j
    simp [fluct]
  rw [Matrix.det_succ_row_zero, Fin.sum_univ_succ, Fin.sum_univ_succ, m0, m1]
  simp only [fluct_diag, r1, r2, mul_zero, zero_mul, Finset.sum_const_zero, Fin.val_zero,
    Fin.val_succ, pow_zero]
  ring
```

## Nonzero angle: θ ≠ 0

A nonzero θ means that the diagonal 2 cosh θ exceeds 2, so the beads feel a restoring force as well as the springs between neighbours. The sign of θ is immaterial.

The derivation first avoids division and shows that

sinh θ · D(N, 2 cosh θ) = sinh((N+1)θ).

For N = 0 both sides are sinh θ. For N = 1 this is the double-angle formula. If it holds for N and N+1, put φ = (N+2)θ. The recurrence gives

sinh θ · D(N+2, 2 cosh θ) = 2 cosh θ sinh φ - sinh(φ-θ) = sinh(φ+θ),

by the addition formulas, and φ+θ = (N+3)θ. The lemma `sinh_mul_det` follows this two-step induction; its last line, a `linear_combination`, combines the two earlier cases with the same coefficients.

```lean
lemma sinh_mul_det (θ : ℝ) : ∀ N : ℕ,
    Real.sinh θ * (fluct N (2 * Real.cosh θ)).det = Real.sinh (((N : ℝ) + 1) * θ)
  | 0 => by simp
  | 1 => by
    rw [show (((1 : ℕ) : ℝ) + 1) * θ = 2 * θ by push_cast; ring, Real.sinh_two_mul,
      Matrix.det_fin_one, fluct_diag]
    ring
  | N + 2 => by
    have h1 := sinh_mul_det θ (N + 1)
    have h0 := sinh_mul_det θ N
    rw [show (((N + 1 : ℕ) : ℝ) + 1) * θ = ((N : ℝ) + 2) * θ by push_cast; ring] at h1
    rw [show ((N : ℝ) + 1) * θ = ((N : ℝ) + 2) * θ - θ by ring, Real.sinh_sub] at h0
    rw [det_recurrence,
      show (((N + 2 : ℕ) : ℝ) + 1) * θ = ((N : ℝ) + 2) * θ + θ by push_cast; ring,
      Real.sinh_add]
    linear_combination 2 * Real.cosh θ * h1 - h0
```

The hypothesis `hθ` enters only now, to make sinh θ nonzero and permit the division.

```lean
/-- For `θ ≠ 0`, the open-chain determinant with diagonal `2 cosh θ` is
`sinh ((N + 1) θ) / sinh θ`. -/
theorem det_fluct_cosh (N : ℕ) {θ : ℝ} (hθ : θ ≠ 0) :
    (fluct N (2 * Real.cosh θ)).det = Real.sinh (((N : ℝ) + 1) * θ) / Real.sinh θ := by
  have hs : Real.sinh θ ≠ 0 := fun h => hθ (Real.sinh_eq_zero.mp h)
  rw [eq_div_iff hs, mul_comm]
  exact sinh_mul_det θ N
```

At θ = 0 the product identity reads 0 = 0 and says nothing about the determinant. Lean evaluates 0/0 as 0, so the quotient formula would be false there.

The diagonal is then 2, the free particle, and the recurrence settles the value directly. The cases N = 0 and N = 1 give 1 and 2, and the step is

2(N+2) - (N+1) = N+3.

```lean
/-- The open-chain determinant of the free particle, with diagonal `2`, is `N + 1`. -/
theorem det_fluct_free : ∀ N : ℕ, (fluct N 2).det = (N : ℝ) + 1
  | 0 => by simp
  | 1 => by
    rw [Matrix.det_fin_one, fluct_diag]
    norm_num
  | N + 2 => by
    rw [det_recurrence, det_fluct_free (N + 1), det_fluct_free N]
    push_cast
    ring
```

## Nonzero frequency and time step: s ≠ 0

Since s = ωε, this hypothesis says that there is a well and that time advances. To use the previous formula, choose

θ = 2 arsinh(s/2).

Then 2 cosh θ = 2 + 4 sinh²(θ/2) = 2 + s², which is the diagonal found in the action. The result is the determinant at finite time step, with no expansion in s.

In the proof, `hθ` derives θ ≠ 0 from s ≠ 0, and `hc` is the identity for the diagonal. At s = 0 the matrix is that of the free particle, with determinant N+1. Negative s is allowed, though a physical s is positive.

```lean
/-- The oscillator determinant at finite time step: for `s ≠ 0`, frequency times time step, the
determinant with diagonal `2 + s ^ 2` is `sinh ((N + 1) θ) / sinh θ`, where `θ = 2 arsinh (s / 2)`.
-/
theorem det_fluct_oscillator (N : ℕ) {s : ℝ} (hs : s ≠ 0) :
    (fluct N (2 + s ^ 2)).det =
      Real.sinh (((N : ℝ) + 1) * (2 * Real.arsinh (s / 2)))
        / Real.sinh (2 * Real.arsinh (s / 2)) := by
  have hθ : 2 * Real.arsinh (s / 2) ≠ 0 := by
    intro h
    have h' : Real.arsinh (s / 2) = 0 := by linarith
    have h2 := Real.sinh_arsinh (s / 2)
    rw [h', Real.sinh_zero] at h2
    exact hs (by linarith)
  have hc : 2 + s ^ 2 = 2 * Real.cosh (2 * Real.arsinh (s / 2)) := by
    rw [Real.cosh_two_mul, Real.cosh_sq, Real.sinh_arsinh]
    ring
  rw [hc, det_fluct_cosh N hθ]
```

## Nonzero total time: τ ≠ 0 in the continuum limit

Let τ = ω(N+1)ε be the frequency times the total imaginary time. Hold τ fixed while N grows, so that s = τ/(N+1) shrinks. Dividing the oscillator determinant by the free one gives

D(N, 2+s²) / D(N, 2) = sinh((N+1)θ) / [(N+1) sinh θ].

Both θ = 2 arsinh(s/2) and sinh θ vanish at s = 0 and have slope 1 there. Hence (N+1)θ and (N+1) sinh θ both tend to τ, and the ratio tends to

sinh τ / τ.

The lemma `tendsto_scaled` handles both limits. For a function g with g(0) = 0 and derivative 1 at zero, it writes (N+1) g(s) as τ · g(s)/s and uses the definition of the derivative. This needs s ≠ 0 at every N, which follows from τ ≠ 0.

```lean
lemma tendsto_scaled {g : ℝ → ℝ} (hg : HasDerivAt g 1 0) (g0 : g 0 = 0) {τ : ℝ}
    (hτ : τ ≠ 0) :
    Tendsto (fun N : ℕ => ((N : ℝ) + 1) * g (τ / ((N : ℝ) + 1))) atTop (𝓝 τ) := by
  have hpos : ∀ N : ℕ, (N : ℝ) + 1 ≠ 0 := fun N => by positivity
  have hu : Tendsto (fun N : ℕ => τ / ((N : ℝ) + 1)) atTop (𝓝 0) := by
    have h := (tendsto_one_div_add_atTop_nhds_zero_nat (𝕜 := ℝ)).const_mul τ
    simpa only [mul_one_div, mul_zero] using h
  have hu' : Tendsto (fun N : ℕ => τ / ((N : ℝ) + 1)) atTop (𝓝[≠] 0) :=
    tendsto_nhdsWithin_iff.mpr ⟨hu, Eventually.of_forall fun N => div_ne_zero hτ (hpos N)⟩
  have h := (hg.tendsto_slope_zero.comp hu').const_mul τ
  rw [mul_one] at h
  refine h.congr fun N => ?_
  have := hpos N
  simp only [Function.comp_apply, zero_add, g0, sub_zero, smul_eq_mul, inv_div]
  rw [← mul_assoc, mul_div_cancel₀ _ hτ]
```

In `continuum_limit`, `d1` and `d2` supply the two derivatives, and `A` and `B` the two scaled limits. The hypothesis `hτ` is used again to divide by the limit τ. The theorem gives the limit but no rate of convergence.

```lean
/-- Continuum limit at fixed `τ ≠ 0`, frequency times total imaginary time: the oscillator
determinant divided by the free-particle determinant tends to `sinh τ / τ`. -/
theorem continuum_limit {τ : ℝ} (hτ : τ ≠ 0) :
    Tendsto (fun N : ℕ => (fluct N (2 + (τ / ((N : ℝ) + 1)) ^ 2)).det / (fluct N 2).det)
      atTop (𝓝 (Real.sinh τ / τ)) := by
  -- both the angle and its sinh agree with the time step to first order
  have d1 : HasDerivAt (fun t : ℝ => 2 * Real.arsinh (t / 2)) 1 0 :=
    ((((hasDerivAt_id' (0 : ℝ)).div_const 2).arsinh).const_mul 2).congr_deriv (by simp)
  have d2 : HasDerivAt (fun t : ℝ => Real.sinh (2 * Real.arsinh (t / 2))) 1 0 :=
    d1.sinh.congr_deriv (by simp)
  have A := tendsto_scaled d1 (by simp) hτ
  have B := tendsto_scaled d2 (by simp) hτ
  have C := ((Real.continuous_sinh.tendsto τ).comp A).div B hτ
  refine C.congr fun N => ?_
  have hN : (N : ℝ) + 1 ≠ 0 := by positivity
  rw [det_fluct_oscillator N (div_ne_zero hτ hN), det_fluct_free, div_div,
    mul_comm (Real.sinh (2 * Real.arsinh (τ / ((N : ℝ) + 1) / 2)))]
  rfl

end OpenChainFluctuation
```

If τ = 0, the two determinants are equal and their ratio is 1 for every N, which agrees with the limit of sinh τ / τ as τ → 0.

The smallest chain with a bead, N = 1, shows the effect of a finite time step. Here s = τ/2, and the ratio of determinants is (2 + s²)/2 = 1 + τ²/8, while the continuum value begins 1 + τ²/6.

Doing the Gaussian integral over the beads, a step taken here as background and not formalised, turns the inverse square root of the determinant ratio into the ratio of the oscillator and free propagators from the origin back to itself. In the continuum that ratio is √(τ / sinh τ) for τ > 0.

```lean
#print axioms OpenChainFluctuation.action_eq
-- 'OpenChainFluctuation.action_eq' depends on axioms: [propext, Classical.choice, Quot.sound]
#print axioms OpenChainFluctuation.det_fluct_oscillator
-- 'OpenChainFluctuation.det_fluct_oscillator' depends on axioms: [propext, Classical.choice, Quot.sound]
#print axioms OpenChainFluctuation.continuum_limit
-- 'OpenChainFluctuation.continuum_limit' depends on axioms: [propext, Classical.choice, Quot.sound]
```
